# Replacing a continuous Hamiltonian of period T and norm at most M by its time mean: error at most k(MT)² after k periods

To follow a rapidly driven system over many drive cycles, one can replace the periodic Hamiltonian $H(t)$ by its mean over one period, $K$, and propagate with the single exponential $e^{-ikTK}$. The state is then read off only at the stroboscopic times $kT$. The question is how far this is from the exact propagator $U(kT)$. In units with $\hbar=1$, for a norm-continuous self-adjoint $H$ of period $T>0$ with $\|H(t)\|\le M$, the distance in operator norm is at most $k(MT)^2$. This bounds the lowest-order high-frequency approximation for driven quantum systems whose Hamiltonian is bounded, such as spins or a finite basis.

## The driven system and its mean Hamiltonian

Units have $\hbar=1$, so $M$ is an angular frequency. Operators are elements of an algebra `A`, which becomes a complete complex C*-algebra once the adjoint is needed; bounded operators on a Hilbert space are the main example.

```lean
import Mathlib

open scoped Matrix.Norms.L2Operator

namespace StroboscopicAverage

noncomputable section

variable {A : Type*} [NormedRing A] [NormedAlgebra ℂ A]
```

The equation of motion is $X'(t)=-iH(t)X(t)$, required at every real $t$.

```lean
/-- The Schrödinger equation `X' = -i H X` for an operator-valued function of time. -/
def SolvesSchrodinger (H X : ℝ → A) : Prop :=
  ∀ t, HasDerivAt X (-(Complex.I • (H t * X t))) t
```

A propagator $U$ also satisfies $U(0)=1$. The theorems take $U$ as given; its existence is a hypothesis.

```lean
/-- `U` is the propagator of `H`: it starts at the identity and solves the Schrödinger equation. -/
def IsPropagator (H U : ℝ → A) : Prop :=
  U 0 = 1 ∧ SolvesSchrodinger H U
```

The mean is $K=T^{-1}\int_0^T H(s)\,ds$. In the literature "average Hamiltonian" may also mean a whole series in $T$; here it is the plain time mean.

```lean
/-- The mean of `H` over the time interval from `0` to `T`, for `T ≠ 0`, `H` integrable on that
interval and `A` complete. -/
def averageHamiltonian (H : ℝ → A) (T : ℝ) : A :=
  T⁻¹ • ∫ s in (0 : ℝ)..T, H s
```

The approximate evolution is $V(t)=e^{-itK}$.

```lean
/-- The evolution `exp(-i t K)` under a time-independent Hamiltonian `K`. -/
def staticPropagator (K : A) (t : ℝ) : A :=
  NormedSpace.exp (t • (-(Complex.I • K)))
```

## Conserved overlaps and composition over periods

For two solutions $X,Y$ and $H^*=H$,
$$\frac{d}{dt}(X^*Y)=(iX^*H)Y+X^*(-iHY)=0 .$$
Lean applies the product rule, simplifies the derivative to zero and concludes that the overlap is constant.

```lean
variable [StarRing A] [CStarRing A] [StarModule ℂ A] [CompleteSpace A]

omit [CompleteSpace A] in
/-- For a self-adjoint Hamiltonian, the product `X(t)* Y(t)` of two solutions of the
Schrödinger equation is conserved. -/
theorem overlap_conserved {H X Y : ℝ → A} (hH : ∀ t, IsSelfAdjoint (H t))
    (hX : SolvesSchrodinger H X) (hY : SolvesSchrodinger H Y) (t : ℝ) :
    star (X t) * Y t = star (X 0) * Y 0 := by
  have h : ∀ s, HasDerivAt (fun r => star (X r) * Y r) 0 s := by
    intro s
    refine ((hX s).star.fun_mul (hY s)).congr_deriv ?_
    simp only [star_neg, star_smul, star_mul, (hH s).star_eq, Complex.star_def,
      Complex.conj_I, neg_smul, neg_neg, smul_mul_assoc, mul_neg, mul_smul_comm,
      mul_assoc, add_neg_cancel]
  exact is_const_of_deriv_eq_zero (fun s => (h s).differentiableAt) (fun s => (h s).deriv) t 0
```

With $X=Y=U$ this gives $U^*U=1$. The C*-identity $\|U\|^2=\|U^*U\|=\|1\|$ then yields $\|U\|\le1$. The inequality also holds in the zero algebra, where $\|1\|=0$.

```lean
omit [CompleteSpace A] in
/-- The propagator of a self-adjoint Hamiltonian has norm at most one. -/
theorem norm_propagator_le_one {H U : ℝ → A} (hH : ∀ t, IsSelfAdjoint (H t))
    (hU : IsPropagator H U) (t : ℝ) : ‖U t‖ ≤ 1 := by
  have h := overlap_conserved hH hU.2 hU.2 t
  rw [hU.1, star_one, one_mul] at h
  have h1 := CStarRing.norm_star_mul_self (x := (1 : A))
  rw [star_one, one_mul] at h1
  have h2 := CStarRing.norm_star_mul_self (x := U t)
  rw [h] at h2
  have h3 : ‖(1 : A)‖ ≤ 1 := by nlinarith [norm_nonneg (1 : A)]
  nlinarith [norm_nonneg (U t)]
```

Let $D(s)=U(s+T)-U(s)U(T)$. Since $H(s+T)=H(s)$,
$$D'(s)=-iH(s)U(s+T)+iH(s)U(s)U(T)=-iH(s)D(s),\qquad D(0)=0 .$$
The conserved overlap gives $D^*D=0$, hence $D=0$ and $U(t+T)=U(t)U(T)$.

```lean
omit [CompleteSpace A] in
/-- For a self-adjoint Hamiltonian of period `T`, evolving for a time `t + T` is evolving
for one period and then for a time `t`. -/
theorem propagator_add_period {H U : ℝ → A} {T : ℝ} (hH : ∀ t, IsSelfAdjoint (H t))
    (hper : Function.Periodic H T) (hU : IsPropagator H U) (t : ℝ) :
    U (t + T) = U t * U T := by
  -- the difference of the two sides is a solution that starts at zero
  have hD : SolvesSchrodinger H (fun s => U (s + T) - U s * U T) := by
    intro s
    have h1 := (hU.2 (s + T)).comp_add_const s T
    refine (h1.fun_sub ((hU.2 s).mul_const (U T))).congr_deriv ?_
    rw [hper s]
    simp only [neg_mul, smul_mul_assoc, mul_sub, smul_sub, mul_assoc]
    abel
  have h0 := overlap_conserved hH hD hD t
  simp only [zero_add, hU.1, one_mul, sub_self, mul_zero] at h0
  exact sub_eq_zero.1 ((CStarRing.star_mul_self_eq_zero_iff _).1 h0)
```

## The first-order expansion and its remainder

For $t\ge0$, $\|U'\|\le\|H\|\|U\|\le M$, so $\|U(t)-1\|\le Mt$. Define
$$R(t)=U(t)-1+i\int_0^tH(s)\,ds .$$
Then $R(0)=0$ and
$$R'=-iHU+iH=-iH(U-1),\qquad \|R'(s)\|\le M\cdot Ms .$$
Integration gives $\|R(t)\|\le (Mt)^2/2$. In the code, `h1` is the bound on $U-1$, `hG` is the formula for $R'$, and `h2` compares $\|R\|$ with the function $(Ms)^2/2$, whose derivative is $M^2s$.

```lean
/-- For a continuous self-adjoint Hamiltonian bounded by `M`, the propagator at time `t ≥ 0`
differs from its first-order expansion `1 - i ∫ H` by at most `(M t)² / 2`. -/
theorem first_order_error {H U : ℝ → A} {M t : ℝ} (hc : Continuous H)
    (hH : ∀ t, IsSelfAdjoint (H t)) (hM : ∀ t, ‖H t‖ ≤ M) (hU : IsPropagator H U)
    (ht : 0 ≤ t) :
    ‖U t - 1 + Complex.I • ∫ s in (0 : ℝ)..t, H s‖ ≤ (M * t) ^ 2 / 2 := by
  have hM0 : 0 ≤ M := (norm_nonneg _).trans (hM 0)
  have hb : ∀ s (X : A) (c : ℝ), ‖X‖ ≤ c → ‖-(Complex.I • (H s * X))‖ ≤ M * c := by
    intro s X c hX
    rw [norm_neg, norm_smul, Complex.norm_I, one_mul]
    exact (norm_mul_le _ _).trans (mul_le_mul (hM s) hX (norm_nonneg _) hM0)
  -- the propagator leaves the identity with speed at most `M`
  have h1 : ∀ s, 0 ≤ s → ‖U s - 1‖ ≤ M * s := by
    intro s hs
    have h := norm_image_sub_le_of_norm_deriv_le_segment' (f := U) (a := 0) (b := s)
      (fun x _ => (hU.2 x).hasDerivWithinAt)
      (fun x _ => hb x (U x) 1 (norm_propagator_le_one hH hU x)) s ⟨hs, le_rfl⟩
    rwa [hU.1, mul_one, sub_zero] at h
  have hG : ∀ s, HasDerivAt (fun r => U r - 1 + Complex.I • ∫ q in (0 : ℝ)..r, H q)
      (-(Complex.I • (H s * (U s - 1)))) s := by
    intro s
    have hI : HasDerivAt (fun r => Complex.I • ∫ q in (0 : ℝ)..r, H q)
        (Complex.I • H s) s :=
      (hc.integral_hasStrictDerivAt 0 s).hasDerivAt.const_smul Complex.I
    refine (((hU.2 s).sub_const 1).fun_add hI).congr_deriv ?_
    simp only [mul_sub, mul_one, smul_sub]
    abel
  have hB : ∀ s : ℝ, HasDerivAt (fun r : ℝ => M * r * (M * r) / 2) (M * (M * s)) s := by
    intro s
    have h := (hasDerivAt_id' s).const_mul M
    exact ((h.fun_mul h).div_const 2).congr_deriv (by ring)
  -- integrate the bound on the derivative of the remainder
  have h2 := image_norm_le_of_norm_deriv_right_le_deriv_boundary (a := 0) (b := t)
    (fun s _ => (hG s).continuousAt.continuousWithinAt)
    (fun s _ => (hG s).hasDerivWithinAt) (by simp [hU.1]) hB
    (fun s hs => hb s _ _ (h1 s hs.1)) ⟨ht, le_rfl⟩
  exact h2.trans (le_of_eq (by ring))
```

## Static and amplitude-modulated evolution

Differentiating the exponential gives $V'=-iKV$ with $V(0)=1$, so the estimates above apply to $V$ too once $K$ is known to be self-adjoint with $\|K\|\le M$, which is proved in the next section.

```lean
omit [StarRing A] [CStarRing A] [StarModule ℂ A] in
/-- `exp(-i t K)` is the propagator of the time-independent Hamiltonian `K`. -/
theorem static_isPropagator (K : A) : IsPropagator (fun _ => K) (staticPropagator K) :=
  ⟨by simp [staticPropagator], fun t =>
    (hasDerivAt_exp_smul_const' (-(Complex.I • K)) t).congr_deriv
      (by simp only [staticPropagator, neg_mul, smul_mul_assoc])⟩
```

If only the amplitude varies, $H(t)=f(t)K$ with $f$ real and continuous, put $\varphi(t)=\int_0^tf(s)\,ds$. The chain rule gives
$$\frac{d}{dt}e^{-i\varphi(t)K}=-if(t)K\,e^{-i\varphi(t)K},$$
an explicit driven propagator. In this statement `K` is any fixed operator, not the mean of $H$.

```lean
omit [StarRing A] [CStarRing A] [StarModule ℂ A] in
/-- A Hamiltonian `f(t) K` with continuous real amplitude `f` has the propagator
`exp(-i φ(t) K)`, where `φ(t)` is the integral of `f` from `0` to `t`. -/
theorem modulated_propagator_witness (K : A) {f : ℝ → ℝ} (hf : Continuous f) :
    IsPropagator (fun t => f t • K)
      (fun t => staticPropagator K (∫ s in (0 : ℝ)..t, f s)) := by
  refine ⟨by simp [staticPropagator], fun t => ?_⟩
  have hF := (hf.integral_hasStrictDerivAt 0 t).hasDerivAt
  refine (((static_isPropagator K).2 _).scomp t hF).congr_deriv ?_
  simp only [smul_neg, smul_mul_assoc]
  rw [smul_comm]
```

## The mean inherits self-adjointness and the bound

The difference $\left(\int_0^tH\right)^*-\int_0^tH$ vanishes at $t=0$ and has derivative $H^*-H=0$, so $K^*=K$. Also $\|K\|\le T^{-1}\cdot MT=M$.

```lean
/-- The mean over `[0, T]`, `T > 0`, of a continuous self-adjoint Hamiltonian bounded by `M`
is self-adjoint and bounded by `M`. -/
theorem average_selfAdjoint_and_bounded {H : ℝ → A} {M T : ℝ} (hc : Continuous H)
    (hH : ∀ t, IsSelfAdjoint (H t)) (hM : ∀ t, ‖H t‖ ≤ M) (hT : 0 < T) :
    IsSelfAdjoint (averageHamiltonian H T) ∧ ‖averageHamiltonian H T‖ ≤ M := by
  constructor
  · have h : ∀ s, HasDerivAt
        (fun r => star (∫ q in (0 : ℝ)..r, H q) - ∫ q in (0 : ℝ)..r, H q) 0 s := by
      intro s
      have hI := (hc.integral_hasStrictDerivAt 0 s).hasDerivAt
      exact (hI.star.fun_sub hI).congr_deriv (by rw [(hH s).star_eq, sub_self])
    have h0 := is_const_of_deriv_eq_zero (fun s => (h s).differentiableAt)
      (fun s => (h s).deriv) T 0
    simp only [intervalIntegral.integral_same, star_zero, sub_zero] at h0
    change star (T⁻¹ • ∫ s in (0 : ℝ)..T, H s) = T⁻¹ • ∫ s in (0 : ℝ)..T, H s
    rw [star_smul, star_trivial, sub_eq_zero.1 h0]
  · have h := intervalIntegral.norm_integral_le_of_norm_le_const (a := 0) (b := T)
      (f := H) (fun s _ => hM s)
    rw [sub_zero, abs_of_pos hT] at h
    rw [averageHamiltonian, norm_smul, norm_inv, Real.norm_of_nonneg hT.le,
      inv_mul_le_iff₀ hT]
    linarith
```

## Error over one period and over k periods

Since $\int_0^TK\,ds=TK=\int_0^TH(s)\,ds$, the first-order terms of $U(T)$ and $V(T)$ agree. Subtracting the two expansions leaves
$$\|U(T)-V(T)\|\le\tfrac12(MT)^2+\tfrac12(MT)^2=(MT)^2 .$$
For later periods, composition gives
$$U((k+1)T)-V((k+1)T)=U(kT)\,[U(T)-V(T)]+[U(kT)-V(kT)]\,V(T).$$
Both outer factors have norm at most one, so each period adds at most $(MT)^2$. Lean proves this by induction on `k`: `h1` is the one-period bound, and the `calc` block is the displayed identity followed by the triangle inequality.

```lean
/-- For a continuous self-adjoint Hamiltonian of period `T > 0` bounded by `M`, the exact
evolution over `k` periods differs from that under the mean Hamiltonian by at most `k (M T)²`. -/
theorem stroboscopic_error {H U : ℝ → A} {M T : ℝ} (hc : Continuous H)
    (hH : ∀ t, IsSelfAdjoint (H t)) (hM : ∀ t, ‖H t‖ ≤ M) (hT : 0 < T)
    (hper : Function.Periodic H T) (hU : IsPropagator H U) (k : ℕ) :
    ‖U (k * T) - staticPropagator (averageHamiltonian H T) (k * T)‖ ≤ k * (M * T) ^ 2 := by
  obtain ⟨hK, hKM⟩ := average_selfAdjoint_and_bounded hc hH hM hT
  have hV := static_isPropagator (averageHamiltonian H T)
  have hI : ∫ _ in (0 : ℝ)..T, averageHamiltonian H T = ∫ s in (0 : ℝ)..T, H s := by
    rw [intervalIntegral.integral_const, sub_zero, averageHamiltonian, smul_inv_smul₀ hT.ne']
  -- over one period the first-order terms cancel
  have h1 : ‖U T - staticPropagator (averageHamiltonian H T) T‖ ≤ (M * T) ^ 2 := by
    have a := first_order_error hc hH hM hU hT.le
    have b := first_order_error continuous_const (fun _ => hK) (fun _ => hKM) hV hT.le
    rw [hI] at b
    have c := norm_sub_le (U T - 1 + Complex.I • ∫ s in (0 : ℝ)..T, H s)
      (staticPropagator (averageHamiltonian H T) T - 1 + Complex.I • ∫ s in (0 : ℝ)..T, H s)
    rw [add_sub_add_right_eq_sub, sub_sub_sub_cancel_right] at c
    linarith
  -- errors of successive periods add up
  induction k with
  | zero => simp [hU.1, hV.1]
  | succ k ih =>
    have e : ((k + 1 : ℕ) : ℝ) * T = k * T + T := by push_cast; ring
    rw [e, propagator_add_period hH hper hU,
      propagator_add_period (fun _ => hK) (fun _ => rfl) hV]
    generalize staticPropagator (averageHamiltonian H T) = V at *
    have hVn := norm_propagator_le_one (fun _ => hK) hV T
    have hUn := norm_propagator_le_one hH hU (k * T)
    calc ‖U (k * T) * U T - V (k * T) * V T‖
        = ‖U (k * T) * (U T - V T) + (U (k * T) - V (k * T)) * V T‖ := by
          congr 1; noncomm_ring
      _ ≤ ‖U (k * T)‖ * ‖U T - V T‖ + ‖U (k * T) - V (k * T)‖ * ‖V T‖ :=
          (norm_add_le _ _).trans (add_le_add (norm_mul_le _ _) (norm_mul_le _ _))
      _ ≤ 1 * (M * T) ^ 2 + k * (M * T) ^ 2 * 1 :=
          add_le_add (mul_le_mul hUn h1 (norm_nonneg _) zero_le_one)
            (mul_le_mul ih hVn (norm_nonneg _) (by positivity))
      _ = ((k + 1 : ℕ) : ℝ) * (M * T) ^ 2 := by push_cast; ring
```

If $kT\le\tau$, then $k(MT)^2=M^2T(kT)\le M^2T\tau$. At fixed $M$ and final time $\tau$, the bound is therefore proportional to the period.

```lean
/-- For a continuous self-adjoint Hamiltonian of period `T > 0` bounded by `M`, the error of
the mean Hamiltonian at every stroboscopic time `k T ≤ τ` is at most `M² T τ`. -/
theorem stroboscopic_error_up_to_time {H U : ℝ → A} {M T τ : ℝ} (hc : Continuous H)
    (hH : ∀ t, IsSelfAdjoint (H t)) (hM : ∀ t, ‖H t‖ ≤ M) (hT : 0 < T)
    (hper : Function.Periodic H T) (hU : IsPropagator H U) (k : ℕ) (hk : k * T ≤ τ) :
    ‖U (k * T) - staticPropagator (averageHamiltonian H T) (k * T)‖ ≤ M ^ 2 * T * τ :=
  calc _ ≤ k * (M * T) ^ 2 := stroboscopic_error hc hH hM hT hper hU k
    _ = M ^ 2 * T * (k * T) := by ring
    _ ≤ M ^ 2 * T * τ := mul_le_mul_of_nonneg_left hk (by positivity)
```

For $n\times n$ matrices, self-adjoint means Hermitian and the norm is the operator norm (largest singular value), selected by `Matrix.Norms.L2Operator`. Completeness is automatic in finite dimension.

```lean
/-- For a continuous Hermitian matrix `H(t)` of period `T > 0` with operator norm at most `M`,
the propagator after `k` periods is within `k (M T)²` of that of the mean Hamiltonian. -/
theorem stroboscopic_error_matrix {n : Type*} [Fintype n] [DecidableEq n]
    {H U : ℝ → Matrix n n ℂ} {M T : ℝ} (hc : Continuous H)
    (hH : ∀ t, (H t).IsHermitian) (hM : ∀ t, ‖H t‖ ≤ M) (hT : 0 < T)
    (hper : Function.Periodic H T) (hU : IsPropagator H U) (k : ℕ) :
    ‖U (k * T) - staticPropagator (averageHamiltonian H T) (k * T)‖ ≤ k * (M * T) ^ 2 := by
  have : CompleteSpace (Matrix n n ℂ) := FiniteDimensional.complete ℂ _
  exact stroboscopic_error hc (fun t => hH t) hM hT hper hU k

end

end StroboscopicAverage
```

```lean
#print axioms StroboscopicAverage.stroboscopic_error_up_to_time
#print axioms StroboscopicAverage.stroboscopic_error_matrix
```

```
'StroboscopicAverage.stroboscopic_error_up_to_time' depends on axioms: [propext, Classical.choice, Quot.sound]
'StroboscopicAverage.stroboscopic_error_matrix' depends on axioms: [propext, Classical.choice, Quot.sound]
```

Two steps are left to the user. One is the existence of the propagator $U$, which the theorems take as given; for a norm-continuous $H$ it is a standard fact about linear differential equations, not proved here. The other is the passage from a physical Hamiltonian, often unbounded, to a bounded one: the error of truncating to a finite basis comes on top of this bound.

## A spin in a rotating field, and a drive that is not periodic

The numbers in the two examples that follow were worked out by hand, not in Lean.

Take a spin one-half with Pauli matrices $\sigma_x,\sigma_y,\sigma_z$ and
$$H(t)=b(\cos\omega t\,\sigma_x+\sin\omega t\,\sigma_y),\qquad b,\omega>0,\quad T=2\pi/\omega .$$
Then $M=b$ and $K=0$. In the rotating frame the Hamiltonian is the constant $b\sigma_x-\tfrac{\omega}{2}\sigma_z$, and the frame rotation over one period is $-1$. Hence $U(T)$ has eigenvalues $e^{\pm i\delta}$ with
$$\delta=\sqrt{\pi^2+(bT)^2}-\pi .$$
For $bT=0.1$ this is $\delta\approx0.00159$. After $k=10$ periods the true error is $2\sin(5\delta)\approx0.016$, and the bound is $10\times0.01=0.1$.

Now drop periodicity. Let $H(t)=f(t)\sigma_z$, where $f(t)$ is $0$ for $t\le T$, rises linearly to $M$ at $2T$, and stays there. The mean over $[0,T]$ is $K=0$, but for $k\ge2$
$$U(kT)=e^{-iMT(k-3/2)\sigma_z} .$$
With $MT=0.1$ and $k=11$ the error is $2\sin(0.475)\approx0.91$, while $k(MT)^2=0.11$. So without periodicity the bound can fail for the mean over the first interval, here because later intervals have different means.
